# Conserved energy current in the spin-1/2 Heisenberg exchange ring with at least four sites

Q: Take three spins in an open row. Let \(a\) exchange the first two and \(b\) the last two, so the Hamiltonian is \(a+b\) and the only energy current, up to a factor \(i\), is \([a,b]=ab-ba\). I find that they do not commute. Why should a ring do better?

A: Look at what is left over. Exchanging twice does nothing, so \(a^2=b^2=1\). Also \(aba=bab\), because both sides exchange the two outer spins. Hence

\[
\begin{aligned}
[a+b,[a,b]] &= a^2b+ba^2-b^2a-ab^2-2aba+2bab\\
&= 2b-2a .
\end{aligned}
\]

The remainder is a difference between neighbouring bonds. In the open row it survives as an end term. On a ring, such differences add up to zero.

Q: But on a ring, other bonds also fail to commute with \([a,b]\).

A: They do, and their contributions are differences too. Number the bonds \(h_j\) with \(j\) modulo \(N\), where \(N\ge 4\), and let bonds that are not neighbours commute. Put

\[
H=\sum_j h_j,\qquad q_j=[h_j,h_{j+1}],\qquad Q=\sum_j q_j .
\]

Only two bonds fail to commute with \(h_{j+1}\), so

\[
[H,h_{j+1}]=[h_j,h_{j+1}]+[h_{j+2},h_{j+1}]=q_j-q_{j+1}.
\]

With \(\hbar=1\), this says that the energy of bond \(j+1\) changes at the rate \(i q_j-i q_{j+1}\), inflow minus outflow. That is why \(iQ\) is called the energy current.

Now apply the product rule for commutators to \(q_{j+1}=[h_{j+1},h_{j+2}]\):

\[
\begin{aligned}
[H,q_{j+1}] &=[q_j-q_{j+1},h_{j+2}]+[h_{j+1},q_{j+1}-q_{j+2}]\\
&=[q_j,h_{j+2}]-[h_{j+1},q_{j+2}]+[h_{j+1}+h_{j+2},q_{j+1}].
\end{aligned}
\]

Since \(h_j\) and \(h_{j+2}\) commute, the Jacobi identity gives \([q_j,h_{j+2}]=[h_j,q_{j+1}]\). Call this \(F_j\). The second term is then \(-F_{j+1}\), and the third is the three-spin calculation again:

\[
[H,q_{j+1}]=F_j-F_{j+1}+2(h_{j+2}-h_{j+1}).
\]

Summing over the ring gives \([H,Q]=0\).

Q: Show me numbers, in a case where translation symmetry does not settle the matter by itself.

A: Take four sites and two down spins, and let \(|01\rangle\) have them at sites 0 and 1. Bond \(h_j\) exchanges sites \(j\) and \(j+1\). For \(N=4\) the current collapses to \(Q=[h_0-h_2,\,h_1-h_3]\). Direct exchange gives

\[
\begin{aligned}
H|01\rangle&=2|01\rangle+|02\rangle+|13\rangle,\\
Q|01\rangle&=2|12\rangle-2|30\rangle,\\
Q|02\rangle&=Q|13\rangle=0 .
\end{aligned}
\]

So \(QH|01\rangle=4|12\rangle-4|30\rangle\). In the other order, \(H|12\rangle=2|12\rangle+|02\rangle+|13\rangle\) and \(H|30\rangle=2|30\rangle+|02\rangle+|13\rangle\). The opposite-site states cancel, and \(HQ|01\rangle=4|12\rangle-4|30\rangle\) as well. The current is conserved without being zero.

Q: Now the formal version. What are the bonds there?

A: A family `h : ZMod N → A`, where `A` is any ring, in general noncommutative. `ZMod N` closes the chain, so bond \(N-1\) is followed by bond 0.

In Lean 4 with Mathlib:

```lean
import Mathlib

open Finset

namespace HeisenbergRingCurrent

noncomputable section

variable {N : ℕ} {A : Type*} [Ring A]
```

The first definition says that bonds commute unless they are neighbours.

```lean
/-- Bond energies on a ring of `N` bonds commute unless the bonds are neighbours. -/
def FarCommute (h : ZMod N → A) : Prop :=
  ∀ i j, j ≠ i + 1 → i ≠ j + 1 → h i * h j = h j * h i
```

Next come \(q_j\), \(H\) and \(Q\). The factor \(i\) is left out, since an abstract ring need not contain one and it does not affect commutation.

```lean
/-- The current `[h_j, h_(j+1)]` between neighbouring bonds, without the factor `i`. -/
def bondCurrent (h : ZMod N → A) (j : ZMod N) : A :=
  h j * h (j + 1) - h (j + 1) * h j

/-- The Hamiltonian of the ring, the sum of all bond energies. -/
def hamiltonian [NeZero N] (h : ZMod N → A) : A := ∑ j, h j

/-- The total energy current of the ring without the factor `i`, the sum of all `bondCurrent h j`.
-/
def energyCurrent [NeZero N] (h : ZMod N → A) : A := ∑ j, bondCurrent h j
```

Q: Where does the ring size enter?

A: Through the requirement that certain sites or bonds be distinct. The next lemma says that 1, 2 or 3 steps do not bring you back to the start if the ring is longer than that.

```lean
/-- A positive number below `N` does not vanish modulo `N`. -/
theorem cast_ne_zero_of_lt (n : ℕ) (h0 : 0 < n) (hn : n < N) : (n : ZMod N) ≠ 0 := by
  intro e
  have hd := (CharP.cast_eq_zero_iff (ZMod N) N n).mp e
  exact absurd (Nat.le_of_dvd h0 hd) (by omega)
```

The continuity equation is stated for at least three bonds, so that the left and right neighbours of a bond differ. `Fintype.sum_eq_add` reduces the commutator with \(H\) to those two neighbours.

```lean
/-- Continuity equation: on a ring of at least three bonds whose distant bonds commute, the
commutator of `H` with a bond energy is the difference of the two adjacent currents. -/
theorem energy_continuity [NeZero N] (hN : 3 ≤ N) (h : ZMod N → A) (far : FarCommute h)
    (j : ZMod N) : hamiltonian h * h (j + 1) - h (j + 1) * hamiltonian h
      = bondCurrent h j - bondCurrent h (j + 1) := by
  have hne : j ≠ j + 1 + 1 := by
    intro e
    apply cast_ne_zero_of_lt (N := N) 2 (by omega) (by omega)
    push_cast
    linear_combination -e
  unfold hamiltonian
  rw [Finset.sum_mul, Finset.mul_sum, ← Finset.sum_sub_distrib]
  -- only the two neighbouring bonds contribute
  rw [Fintype.sum_eq_add j (j + 1 + 1) hne (fun x hx => sub_eq_zero.mpr
    (far x (j + 1) (fun e => hx.1 (add_right_cancel e).symm) hx.2))]
  unfold bondCurrent
  abel
```

Q: The next theorem bears Reshetikhin's name. Does it establish integrability?

A: No. That name is associated with a test for integrable chains, but the conclusion here is one conserved quantity, with no tower of further charges and no Bethe ansatz. The hypothesis `hR` asks that \([h_j+h_{j+1},q_j]=g_{j+1}-g_j\) for some family \(g\). Physically, whatever two adjacent bonds leave behind must itself be a difference along the ring.

In the proof, `e1` and `e2` are two continuity equations, `e3` is the hypothesis at \(j+1\), and `e4` is the commutation of \(h_j\) with \(h_{j+2}\), which uses \(N\ge4\). The `linear_combination` multiplies `e1`, `e2` and `e4` by bonds from the left or right, which is the product rule and Jacobi step above, and adds `e3`. The result, `key`, is the formula for \([H,q_{j+1}]\) with \(g\) in place of \(2h\). Then `shift` relabels the sums and everything cancels.

```lean
/-- Reshetikhin criterion: on a ring of at least four bonds whose distant bonds commute, if
`[h_j + h_(j+1), [h_j, h_(j+1)]]` is a lattice difference, then `H` and the energy current
commute. -/
theorem commute_of_reshetikhin [NeZero N] (hN : 4 ≤ N) (h g : ZMod N → A)
    (far : FarCommute h)
    (hR : ∀ j, (h j + h (j + 1)) * bondCurrent h j - bondCurrent h j * (h j + h (j + 1))
      = g (j + 1) - g j) :
    Commute (hamiltonian h) (energyCurrent h) := by
  have shift : ∀ f : ZMod N → A, ∑ j, f (j + 1) = ∑ j, f j :=
    fun f => Equiv.sum_comp (Equiv.addRight (1 : ZMod N)) f
  obtain ⟨F, hF⟩ : ∃ F : ZMod N → A, ∀ j, F j =
      h j * bondCurrent h (j + 1) - bondCurrent h (j + 1) * h j := ⟨_, fun _ => rfl⟩
  -- continuity and the Jacobi identity give a difference for every bond current
  have key : ∀ j, hamiltonian h * bondCurrent h (j + 1) - bondCurrent h (j + 1) * hamiltonian h
      = (F j - F (j + 1)) + (g (j + 1 + 1) - g (j + 1)) := by
    intro j
    have e1 := energy_continuity (by omega) h far j
    have e2 := energy_continuity (by omega) h far (j + 1)
    have e3 := hR (j + 1)
    have e4 : h j * h (j + 1 + 1) = h (j + 1 + 1) * h j := by
      apply far
      · intro e
        apply cast_ne_zero_of_lt (N := N) 1 (by omega) (by omega)
        push_cast
        linear_combination e
      · intro e
        apply cast_ne_zero_of_lt (N := N) 3 (by omega) (by omega)
        push_cast
        linear_combination -e
    simp only [hF, bondCurrent] at e1 e2 e3 ⊢
    linear_combination (norm := noncomm_ring) e1 * h (j + 1 + 1) + h (j + 1) * e2
      - e2 * h (j + 1) - h (j + 1 + 1) * e1 + e3 - h (j + 1) * e4 + e4 * h (j + 1)
  have hQ : energyCurrent h = ∑ j, bondCurrent h (j + 1) := (shift (bondCurrent h)).symm
  have s2 : ∑ j, g (j + 1 + 1) = ∑ j, g (j + 1) := shift (fun j => g (j + 1))
  -- the differences telescope around the ring
  change hamiltonian h * energyCurrent h = energyCurrent h * hamiltonian h
  rw [← sub_eq_zero, hQ, Finset.mul_sum, Finset.sum_mul, ← Finset.sum_sub_distrib,
    Finset.sum_congr rfl (fun j _ => key j)]
  simp only [Finset.sum_add_distrib, Finset.sum_sub_distrib]
  rw [shift F, s2, sub_self, sub_self, add_zero]
```

Q: And the exchange algebra supplies \(g\)?

A: Yes, with some room to spare. Suppose \(x^2=\alpha x+\beta\) for both bonds. Then

\[
\begin{aligned}
a^2b+ba^2&=\alpha(ab+ba)+2\beta b,\\
b^2a+ab^2&=\alpha(ab+ba)+2\beta a .
\end{aligned}
\]

The \(\alpha\) terms cancel on subtraction, the braid relation \(aba=bab\) removes the cubic terms, and \(2\beta(b-a)\) remains.

```lean
/-- Two elements with the braid relation and the same quadratic relation `x² = αx + β`
satisfy `[a + b, [a, b]] = 2β(b - a)`. -/
theorem hecke_reshetikhin {R : Type*} [CommRing R] [Algebra R A] (α β : R) (a b : A)
    (ha : a * a = α • a + β • (1 : A)) (hb : b * b = α • b + β • (1 : A))
    (braid : a * b * a = b * a * b) :
    (a + b) * (a * b - b * a) - (a * b - b * a) * (a + b) = (2 * β) • (b - a) := by
  have e : (a + b) * (a * b - b * a) - (a * b - b * a) * (a + b)
      = (a * a) * b + b * (a * a) - (b * b) * a - a * (b * b)
        - (a * b * a + a * b * a) + (b * a * b + b * a * b) := by noncomm_ring
  rw [e, ha, hb, braid]
  simp only [add_mul, mul_add, smul_mul_assoc, mul_smul_comm, one_mul, mul_one]
  module
```

For a bond operator on a complex space, the quadratic relation allows a bond at most two energy levels, the roots of \(x^2=\alpha x+\beta\), which have sum \(\alpha\) and product \(-\beta\). For an exchange they are \(+1\) for the triplet and \(-1\) for the singlet, so \(\alpha=0\) and \(\beta=1\). If each exchange is multiplied by a nonzero coupling, the braid relation forces neighbouring couplings to be equal, so the ring is uniform.

Inserting \(g_j=2\beta h_j\) into the criterion gives the general theorem, and setting \(\alpha=0\), \(\beta=1\) gives the version for bonds that square to one.

```lean
/-- On a ring of at least four bonds, let the bond energies satisfy `h_j² = αh_j + β`, the braid
relation for neighbours and commutation otherwise. Then `H` and the energy current commute. -/
theorem hecke_current_conserved [NeZero N] {R : Type*} [CommRing R] [Algebra R A]
    (hN : 4 ≤ N) (α β : R) (h : ZMod N → A)
    (quad : ∀ j, h j * h j = α • h j + β • (1 : A))
    (braid : ∀ j, h j * h (j + 1) * h j = h (j + 1) * h j * h (j + 1))
    (far : FarCommute h) : Commute (hamiltonian h) (energyCurrent h) := by
  refine commute_of_reshetikhin hN h (fun j => (2 * β) • h j) far (fun j => ?_)
  exact (hecke_reshetikhin α β _ _ (quad j) (quad (j + 1)) (braid j)).trans (smul_sub _ _ _)

/-- On a ring of at least four bonds, let the bond energies square to one, satisfy the braid
relation for neighbours and commute otherwise. Then `H` and the energy current commute. -/
theorem current_conserved [NeZero N] (hN : 4 ≤ N) (h : ZMod N → A)
    (sq : ∀ j, h j * h j = 1)
    (braid : ∀ j, h j * h (j + 1) * h j = h (j + 1) * h j * h (j + 1))
    (far : FarCommute h) : Commute (hamiltonian h) (energyCurrent h) :=
  hecke_current_conserved hN (0 : ℤ) 1 h
    (fun j => by rw [zero_smul, one_smul, zero_add, sq j]) braid far
```

Q: So far this is algebra with assumed relations. Where are the spins?

A: Here. A configuration `ZMod N → Bool` assigns up or down to each site, and a wave function gives each configuration a complex amplitude. `exchange i k` evaluates the wave function on the configuration with sites \(i\) and \(k\) interchanged. Products in `Module.End` are compositions of operators.

```lean
/-- The operator that exchanges the spins at sites `i` and `k`, acting on wave functions of
spins 1/2 on a ring of `N` sites. -/
def exchange (i k : ZMod N) : Module.End ℂ ((ZMod N → Bool) → ℂ) where
  toFun ψ s := ψ (s ∘ Equiv.swap i k)
  map_add' _ _ := rfl
  map_smul' _ _ := rfl
```

The relations are then derived for these operators. Each becomes a statement about where a permutation sends a site \(x\). For the squares this is a library lemma. For the braid relation and the commutation of two different bonds, the proof checks the cases in which \(x\) is one of the exchanged sites and the case in which it is none of them.

```lean
/-- On a ring of at least four spins 1/2, the exchanges of neighbouring spins square to one,
satisfy the braid relation for neighbouring bonds and commute otherwise. -/
theorem exchange_witness (hN : 4 ≤ N) :
    (∀ j : ZMod N, exchange j (j + 1) * exchange j (j + 1) = 1) ∧
    (∀ j : ZMod N, exchange j (j + 1) * exchange (j + 1) (j + 1 + 1) * exchange j (j + 1)
      = exchange (j + 1) (j + 1 + 1) * exchange j (j + 1) * exchange (j + 1) (j + 1 + 1)) ∧
    FarCommute (fun j : ZMod N => exchange j (j + 1)) := by
  have n1 : ∀ j : ZMod N, j ≠ j + 1 := by
    intro j e
    apply cast_ne_zero_of_lt (N := N) 1 (by omega) (by omega)
    push_cast
    linear_combination -e
  have n2 : ∀ j : ZMod N, j ≠ j + 1 + 1 := by
    intro j e
    apply cast_ne_zero_of_lt (N := N) 2 (by omega) (by omega)
    push_cast
    linear_combination -e
  -- each relation is an identity between permutations of the sites
  refine ⟨fun j => ?_, fun j => ?_, fun i j h1 h2 => ?_⟩
  · refine LinearMap.ext fun ψ => funext fun s => congrArg ψ (funext fun x => ?_)
    exact congrArg s (Equiv.swap_apply_self j (j + 1) x)
  · refine LinearMap.ext fun ψ => funext fun s => congrArg ψ (funext fun x => congrArg s ?_)
    have a1 := n1 j
    have a2 := n1 (j + 1)
    have a3 := n2 j
    generalize j + 1 + 1 = l at *
    generalize j + 1 = k at *
    rcases eq_or_ne x j with rfl | b1
    · simp [Equiv.swap_apply_def, a1, a3, a2.symm, a3.symm]
    rcases eq_or_ne x k with rfl | b2
    · simp [Equiv.swap_apply_def, a1, a3, a2.symm, a3.symm]
    rcases eq_or_ne x l with rfl | b3
    · simp [Equiv.swap_apply_def, a1, a3, a2.symm, a3.symm]
    simp [Equiv.swap_apply_def, b1, b2, b3]
  · rcases eq_or_ne i j with rfl | hij
    · rfl
    refine LinearMap.ext fun ψ => funext fun s => congrArg ψ (funext fun x => congrArg s ?_)
    have h3 : i + 1 ≠ j + 1 := fun e => hij (add_right_cancel e)
    generalize i + 1 = k at *
    generalize j + 1 = l at *
    rcases eq_or_ne x i with rfl | b1
    · simp [Equiv.swap_apply_def, hij, h1.symm, h2, h3]
    rcases eq_or_ne x k with rfl | b2
    · simp [Equiv.swap_apply_def, hij, h1.symm, h2, h3]
    rcases eq_or_ne x j with rfl | b3
    · simp [Equiv.swap_apply_def, hij.symm, h1, h2.symm, h3.symm]
    rcases eq_or_ne x l with rfl | b4
    · simp [Equiv.swap_apply_def, hij.symm, h1, h2.symm, h3.symm]
    simp [Equiv.swap_apply_def, b1, b2, b3, b4]
```

With the three relations in hand, the spin result is a direct application.

```lean
/-- For the spin-1/2 Heisenberg ring of at least four sites in exchange form, where each bond
energy exchanges two neighbouring spins, the Hamiltonian and the energy current commute. -/
theorem heisenberg_current_conserved [NeZero N] (hN : 4 ≤ N) :
    Commute (hamiltonian fun j : ZMod N => exchange j (j + 1))
      (energyCurrent fun j : ZMod N => exchange j (j + 1)) :=
  current_conserved hN _ (exchange_witness hN).1 (exchange_witness hN).2.1
    (exchange_witness hN).2.2

end

end HeisenbergRingCurrent
```

```lean
#print axioms HeisenbergRingCurrent.heisenberg_current_conserved
```

```
'HeisenbergRingCurrent.heisenberg_current_conserved' depends on axioms: [propext, Classical.choice, Quot.sound]
```

Q: My Hamiltonian is \(J\sum_j \mathbf S_j\cdot\mathbf S_{j+1}\), not a sum of exchanges.

A: The file works in exchange form throughout; the translation is the textbook identity \(\mathbf S_j\cdot\mathbf S_{j+1}=\tfrac12P_{j,j+1}-\tfrac14\) for spin 1/2, where \(P_{j,j+1}\) is the exchange. Your Hamiltonian is therefore \(\tfrac J2H-\tfrac{NJ}{4}\), and your energy current is \(\tfrac{iJ^2}{4}Q\). Neither the constants nor the factors affect whether they commute.

Q: What does the statement leave out?

A: The spin theorem concerns a finite, uniform ring with nearest-neighbour exchange only. It does not treat anisotropy, disorder, a magnetic field, higher spin or the infinite chain. Within those limits it bears on heat transport: in an isolated ring of this kind, the total energy current does not decay in time.

Q: How would I meet this in an exact-diagonalisation code?

A: Store configurations as bit strings, so that each \(h_j\) swaps two bits. Write one routine that applies \(H\) to a vector and another that applies \(Q\), then compare \(H(Qv)\) with \(Q(Hv)\) for a random \(v\). They should agree to rounding error. This tests the closing bond in particular: your open three-spin row shows the kind of end term that can appear when it is missing. Since \(iQ\) is Hermitian and commutes with \(H\), you can also diagonalise it within a degenerate energy level to label the states by their energy current.
